# The T1 matrix of a fermionic state's one- and two-body density matrices is positive semidefinite

Take three distinct fermionic modes 0, 1, 2 with annihilation operators $a_i$ and number operators $n_i=a_i^*a_i$, and put $C=a_0a_1a_2$. Then

$$C^*C=n_0n_1n_2,\qquad CC^*=(1-n_0)(1-n_1)(1-n_2).$$

Each product contains a three-body term, but with opposite signs, so the sum is

$$C^*C+CC^*=1-n_0-n_1-n_2+n_0n_1+n_0n_2+n_1n_2 .$$

Both operators on the left have non-negative expectation in any state. The right-hand side therefore gives an inequality between occupations and pair occupations, with no three-body density matrix in it.

## The bound for general triples

For a triple of modes $I=(I_0,I_1,I_2)$ let $A_I=a_{I_0}a_{I_1}a_{I_2}$. Given a second triple $J$, set $\Delta_{rs}=\delta_{I_rJ_s}$, count positions modulo 3, and define the signed minors

$$M_{rs}=\Delta_{r+1,s+1}\Delta_{r+2,s+2}-\Delta_{r+1,s+2}\Delta_{r+2,s+1}.$$

For a state $w$, a linear map from operators to expectation values with $w(1)=1$ and $w(x^*x)\ge0$ for every operator $x$, the density matrices are $g_{pq}=w(a_p^*a_q)$ and $G_{pqkl}=w((a_pa_q)^*a_ka_l)$, where $p,q,k,l$ label modes. The T1 matrix is

$$T_{JI}=\det\Delta-\sum_{r,s}M_{rs}\,g_{J_sI_r}+\sum_{r,s}\Delta_{rs}\,G_{J_{s+1}J_{s+2}I_{r+1}I_{r+2}},$$

and $\sum_{J,I}\bar c_Jc_IT_{JI}\ge0$ for all complex coefficients $c$ on any finite set of triples.

## T1 as a semidefinite constraint

A variational calculation that optimises the two-body density matrix directly, in a finite basis of orthonormal spin orbitals (the modes), can impose T1 as a semidefinite constraint, because $T$ is affine in $g$ and $G$. The condition is necessary, so it excludes no true state; it is not sufficient for trial arrays to come from one.

Index order and normalisation matter in an implementation. Here $G_{pqkl}=w(a_q^*a_p^*a_ka_l)$, without a factor $1/2$, so $G_{pqpq}=w(n_pn_q)$ for $p\ne q$. For density matrices of a state, the triples with $I_0<I_1<I_2$ in some ordering of the modes suffice: permutations only change signs, and repeated modes give zero.

## Cancellation of the three-body term

The anticommutation relations are $a_ia_j=-a_ja_i$ and $a_ia_j^*=\delta_{ij}-a_j^*a_i$. Write $x_r=a_{I_r}$, $b_s=a_{J_s}$ and $X_r=x_{r+1}x_{r+2}$. Moving one creation operator to the left gives

$$A_Ib_s^*=\sum_r\Delta_{rs}X_r-b_s^*A_I,$$
$$X_rb_s^*=b_s^*X_r+\Delta_{r+2,s}x_{r+1}-\Delta_{r+1,s}x_{r+2}.$$

Since $A_J^*=b_2^*b_1^*b_0^*$, using the first rule three times yields

$$A_IA_J^*=\sum_r\left(\Delta_{r2}X_rb_1^*b_0^*-\Delta_{r1}b_2^*X_rb_0^*+\Delta_{r0}b_2^*b_1^*X_r\right)-A_J^*A_I .$$

Adding $A_J^*A_I$ removes the three-body term. The second rule, together with $x_rb_s^*=\Delta_{rs}-b_s^*x_r$, orders the rest:

- The two-body terms are $\Delta_{rs}b_{s+2}^*b_{s+1}^*X_r$, where $b_2^*b_0^*=-b_0^*b_2^*$ fixes the sign for $s=1$.
- The constants are $\sum_r\Delta_{r2}M_{r2}=\det\Delta$, the expansion along the last column.
- The coefficient of $b_2^*x_r$ is $-\Delta_{r+2,1}\Delta_{r+1,0}+\Delta_{r+1,1}\Delta_{r+2,0}=-M_{r2}$. Those of $b_0^*x_r$ and $b_1^*x_r$ are, in the same way, $-M_{r0}$ and $-M_{r1}$.

Hence

$$A_J^*A_I+A_IA_J^*=\det\Delta-\sum_{r,s}M_{rs}b_s^*x_r+\sum_{r,s}\Delta_{rs}(b_{s+1}b_{s+2})^*X_r .$$

Applying $w$, with $w(1)=1$, gives $T_{JI}$. For $C=\sum_Ic_IA_I$,

$$0\le w(C^*C)+w(CC^*)=\sum_{J,I}\bar c_Jc_IT_{JI}.$$

If $J=I$ has distinct modes, $\Delta$ is the identity and $M_{rs}=\delta_{rs}$, which recovers the opening inequality.

## The Lean file

```lean
import Mathlib

open Matrix
open scoped ComplexOrder

namespace ErdahlT1

noncomputable section

variable {ι A : Type*} [DecidableEq ι] [Ring A] [StarRing A] [Algebra ℂ A]

/-- The Kronecker delta of two mode labels. -/
def delta (i j : ι) : ℂ := if i = j then 1 else 0

/-- The canonical anticommutation relations for annihilation operators `a i`. -/
structure IsCAR (a : ι → A) : Prop where
  anti : ∀ i j, a i * a j + a j * a i = 0
  mixed : ∀ i j, a i * star (a j) + star (a j) * a i = delta i j • (1 : A)

/-- A state: a normalised positive linear functional. -/
structure IsState (w : A →ₗ[ℂ] ℂ) : Prop where
  pos : ∀ x, 0 ≤ w (star x * x)
  norm : w 1 = 1

/-- The product of three annihilation operators. -/
def triple (a : ι → A) (I : Fin 3 → ι) : A := a (I 0) * a (I 1) * a (I 2)

/-- The span of 1, the one-body operators and the two-body operators. -/
def twoBody (a : ι → A) : Submodule ℂ A :=
  Submodule.span ℂ ({1} ∪ Set.range (fun p : ι × ι => star (a p.1) * a p.2) ∪
    Set.range (fun p : (ι × ι) × (ι × ι) =>
      star (a p.1.1 * a p.1.2) * (a p.2.1 * a p.2.2)))

/-- The signed 2×2 minor of the overlap matrix of two mode triples, with row `r` and
column `s` removed. -/
def minor (I J : Fin 3 → ι) (r s : Fin 3) : ℂ :=
  delta (I (r + 1)) (J (s + 1)) * delta (I (r + 2)) (J (s + 2)) -
    delta (I (r + 1)) (J (s + 2)) * delta (I (r + 2)) (J (s + 1))

/-- The one-body reduced density matrix of a functional. -/
def oneRDM (w : A →ₗ[ℂ] ℂ) (a : ι → A) (p q : ι) : ℂ := w (star (a p) * a q)

/-- The two-body reduced density matrix of a functional. -/
def twoRDM (w : A →ₗ[ℂ] ℂ) (a : ι → A) (p q r s : ι) : ℂ :=
  w (star (a p * a q) * (a r * a s))

/-- The T1 matrix as a function of one- and two-body arrays `g` and `G`. -/
def T1 (g : ι → ι → ℂ) (G : ι → ι → ι → ι → ℂ) (J I : Fin 3 → ι) : ℂ :=
  (Matrix.of fun r s => delta (I r) (J s)).det
    - ∑ r : Fin 3, ∑ s : Fin 3, minor I J r s * g (J s) (I r)
    + ∑ r : Fin 3, ∑ s : Fin 3, delta (I r) (J s) *
        G (J (s + 1)) (J (s + 2)) (I (r + 1)) (I (r + 2))

/-- The anticommutator of a triple product with the adjoint of another, written out in
normal-ordered operators of at most two-body type. -/
theorem triple_anticommutator {a : ι → A} (h : IsCAR a) (I J : Fin 3 → ι) :
    star (triple a J) * triple a I + triple a I * star (triple a J) =
      (Matrix.of fun r s => delta (I r) (J s)).det • (1 : A)
      - ∑ r : Fin 3, ∑ s : Fin 3, minor I J r s • (star (a (J s)) * a (I r))
      + ∑ r : Fin 3, ∑ s : Fin 3, delta (I r) (J s) •
          (star (a (J (s + 1)) * a (J (s + 2))) * (a (I (r + 1)) * a (I (r + 2)))) := by
  -- rules that move creation operators to the left
  have n : ∀ p q, a p * star (a q) = delta p q • (1 : A) - star (a q) * a p :=
    fun p q => eq_sub_of_add_eq (h.mixed p q)
  have n' : ∀ p q t, a p * (star (a q) * t) =
      delta p q • t - star (a q) * (a p * t) := by
    intro p q t
    rw [← mul_assoc, n, sub_mul, smul_mul_assoc, one_mul, mul_assoc]
  -- cyclic pairs are brought back to increasing order
  have sI : a (I 2) * a (I 0) = -(a (I 0) * a (I 2)) :=
    eq_neg_of_add_eq_zero_left (h.anti _ _)
  have sJ : a (J 2) * a (J 0) = -(a (J 0) * a (J 2)) :=
    eq_neg_of_add_eq_zero_left (h.anti _ _)
  have e11 : (1 + 1 : Fin 3) = 2 := rfl
  have e12 : (1 + 2 : Fin 3) = 0 := rfl
  have e21 : (2 + 1 : Fin 3) = 0 := rfl
  have e22 : (2 + 2 : Fin 3) = 1 := rfl
  simp only [Fin.sum_univ_three, minor, triple, Matrix.det_fin_three, Matrix.of_apply,
    zero_add, e11, e12, e21, e22, sI, sJ]
  -- after normal ordering the three-body terms cancel
  simp only [star_mul, star_neg, mul_assoc, neg_mul, mul_neg, neg_neg, n, n', mul_sub,
    mul_smul_comm, smul_sub, mul_one]
  module

/-- For `C` and `C'` in the span of triple products of annihilation operators, the
anticommutator of `C*` and `C'` contains at most two-body operators. -/
theorem anticommutator_mem_twoBody [StarModule ℂ A] {a : ι → A} (h : IsCAR a) {C C' : A}
    (hC : C ∈ Submodule.span ℂ (Set.range (triple a)))
    (hC' : C' ∈ Submodule.span ℂ (Set.range (triple a))) :
    star C * C' + C' * star C ∈ twoBody a := by
  induction hC using Submodule.span_induction with
  | mem x hx =>
    obtain ⟨J, rfl⟩ := hx
    induction hC' using Submodule.span_induction with
    | mem y hy =>
      obtain ⟨I, rfl⟩ := hy
      rw [triple_anticommutator h]
      refine add_mem (sub_mem (Submodule.smul_mem _ _ ?_)
        (sum_mem fun r _ => sum_mem fun s _ => Submodule.smul_mem _ _ ?_))
        (sum_mem fun r _ => sum_mem fun s _ => Submodule.smul_mem _ _ ?_)
      · exact Submodule.subset_span (Or.inl (Or.inl rfl))
      · exact Submodule.subset_span (Or.inl (Or.inr ⟨(J s, I r), rfl⟩))
      · exact Submodule.subset_span (Or.inr
          ⟨((J (s + 1), J (s + 2)), (I (r + 1), I (r + 2))), rfl⟩)
    | zero => simp
    | add x y _ _ hx hy =>
      convert add_mem hx hy using 1
      rw [mul_add, add_mul]
      abel
    | smul c x _ hx =>
      rw [mul_smul_comm, smul_mul_assoc, ← smul_add]
      exact Submodule.smul_mem _ _ hx
  | zero => simp
  | add x y _ _ hx hy =>
    convert add_mem hx hy using 1
    rw [star_add, add_mul, mul_add]
    abel
  | smul c x _ hx =>
    rw [star_smul, mul_smul_comm, smul_mul_assoc, ← smul_add]
    exact Submodule.smul_mem _ _ hx

/-- The expectation of `C*C + CC*` in a state is non-negative. -/
theorem anticommutator_nonneg {w : A →ₗ[ℂ] ℂ} (hw : IsState w) (C : A) :
    0 ≤ w (star C * C + C * star C) := by
  have h2 := hw.pos (star C)
  rw [star_star] at h2
  rw [map_add]
  exact add_nonneg (hw.pos C) h2

/-- In a state, the expectation of the anticommutator of the adjoint of `triple a J` with `triple a
I` is the `J`, `I` entry of the T1 matrix of its one- and two-body reduced density matrices. -/
theorem expectation_eq_T1 {a : ι → A} (h : IsCAR a) {w : A →ₗ[ℂ] ℂ} (hw : IsState w)
    (J I : Fin 3 → ι) :
    w (star (triple a J) * triple a I + triple a I * star (triple a J)) =
      T1 (oneRDM w a) (twoRDM w a) J I := by
  rw [triple_anticommutator h]
  simp only [map_add, map_sub, map_sum, map_smul, smul_eq_mul, hw.norm, mul_one, T1,
    oneRDM, twoRDM]

/-- The T1 condition: the T1 matrix built from the one- and two-body reduced density
matrices of a state is positive semidefinite on every finite set of mode triples. -/
theorem T1_condition [StarModule ℂ A] {a : ι → A} (h : IsCAR a)
    {w : A →ₗ[ℂ] ℂ} (hw : IsState w)
    (S : Finset (Fin 3 → ι)) (c : (Fin 3 → ι) → ℂ) :
    0 ≤ ∑ J ∈ S, ∑ I ∈ S, star (c J) * c I * T1 (oneRDM w a) (twoRDM w a) J I := by
  have p := anticommutator_nonneg hw (∑ I ∈ S, c I • triple a I)
  -- expand the quadratic form in the coefficients
  have e : star (∑ I ∈ S, c I • triple a I) * (∑ I ∈ S, c I • triple a I) +
      (∑ I ∈ S, c I • triple a I) * star (∑ I ∈ S, c I • triple a I) =
      ∑ J ∈ S, ∑ I ∈ S, (star (c J) * c I) •
        (star (triple a J) * triple a I + triple a I * star (triple a J)) := by
    simp only [star_sum, star_smul, Finset.sum_mul_sum, smul_add, Finset.sum_add_distrib]
    congr 1
    · refine Finset.sum_congr rfl fun J _ => Finset.sum_congr rfl fun I _ => ?_
      rw [smul_mul_smul_comm]
    · rw [Finset.sum_comm]
      refine Finset.sum_congr rfl fun J _ => Finset.sum_congr rfl fun I _ => ?_
      rw [smul_mul_smul_comm, mul_comm (c I)]
  rw [e] at p
  simpa only [map_sum, map_smul, smul_eq_mul, expectation_eq_T1 h hw] using p

/-- For three distinct modes, one minus the sum of the occupations plus the sum of the pair
occupations is non-negative. -/
theorem T1_diagonal {a : ι → A} (h : IsCAR a) {w : A →ₗ[ℂ] ℂ} (hw : IsState w)
    {I : Fin 3 → ι} (hI : Function.Injective I) :
    0 ≤ 1 - ∑ r : Fin 3, oneRDM w a (I r) (I r) +
      ∑ r : Fin 3, twoRDM w a (I (r + 1)) (I (r + 2)) (I (r + 1)) (I (r + 2)) := by
  have p := anticommutator_nonneg hw (triple a I)
  rw [expectation_eq_T1 h hw] at p
  have e : T1 (oneRDM w a) (twoRDM w a) I I = 1 - ∑ r : Fin 3, oneRDM w a (I r) (I r) +
      ∑ r : Fin 3, twoRDM w a (I (r + 1)) (I (r + 2)) (I (r + 1)) (I (r + 2)) := by
    simp [T1, minor, delta, hI.eq_iff, Fin.sum_univ_three, Matrix.det_fin_three]
  rwa [e] at p

/-- Integer Jordan–Wigner matrices of three modes; the binary digits of an index are the
occupations. -/
def jw (i : Fin 3) : Matrix (Fin 8) (Fin 8) ℤ := Matrix.of fun r c =>
  if c.val = r.val + 2 ^ i.val ∧ r.val / 2 ^ i.val % 2 = 0 then
    (if (r.val % 2 ^ i.val % 2 + r.val % 2 ^ i.val / 2) % 2 = 0 then 1 else -1)
  else 0

/-- The three annihilation operators on the eight-dimensional Fock space. -/
def fockMode (i : Fin 3) : Matrix (Fin 8) (Fin 8) ℂ := (Int.castRingHom ℂ).mapMatrix (jw i)

/-- The vacuum expectation value on the eight-dimensional Fock space. -/
def vacuum : Matrix (Fin 8) (Fin 8) ℂ →ₗ[ℂ] ℂ where
  toFun M := M 0 0
  map_add' _ _ := rfl
  map_smul' _ _ := rfl

/-- The three Fock-space modes satisfy the anticommutation relations, their triple product
is non-zero, and the vacuum expectation value is a state. -/
theorem fockMode_witness :
    IsCAR fockMode ∧ triple fockMode id ≠ 0 ∧ IsState vacuum := by
  have h1 : ∀ i j, jw i * jw j + jw j * jw i = 0 := by decide +kernel
  have h2 : ∀ i j, jw i * (jw j)ᵀ + (jw j)ᵀ * jw i = if i = j then 1 else 0 := by
    decide +kernel
  have h3 : (jw 0 * jw 1 * jw 2) 0 7 ≠ 0 := by decide +kernel
  have hs : ∀ i, star (fockMode i) = (Int.castRingHom ℂ).mapMatrix (jw i)ᵀ := by
    intro i
    ext r c
    simp [fockMode, Matrix.star_apply]
  refine ⟨⟨fun i j => ?_, fun i j => ?_⟩, fun h => ?_, ⟨fun x => ?_, ?_⟩⟩
  · simp only [fockMode]
    rw [← map_mul, ← map_mul, ← map_add, h1, map_zero]
  · rw [hs]
    simp only [fockMode]
    rw [← map_mul, ← map_mul, ← map_add, h2]
    unfold delta
    split_ifs
    · rw [map_one, one_smul]
    · rw [map_zero, zero_smul]
  · simp only [triple, fockMode, id, ← map_mul] at h
    have e := congrFun (congrFun h 0) 7
    exact h3 (Int.cast_eq_zero.mp
      (show (((jw 0 * jw 1 * jw 2) 0 7 : ℤ) : ℂ) = 0 from e))
  · show 0 ≤ (star x * x) 0 0
    rw [Matrix.mul_apply]
    exact Finset.sum_nonneg fun k _ => star_mul_self_nonneg (x k 0)
  · show (1 : Matrix (Fin 8) (Fin 8) ℂ) 0 0 = 1
    exact Matrix.one_apply_eq 0

end

end ErdahlT1
```

```lean
#print axioms ErdahlT1.anticommutator_mem_twoBody
#print axioms ErdahlT1.T1_condition
#print axioms ErdahlT1.T1_diagonal
```

```
'ErdahlT1.anticommutator_mem_twoBody' depends on axioms: [propext, Classical.choice, Quot.sound]
'ErdahlT1.T1_condition' depends on axioms: [propext, Classical.choice, Quot.sound]
'ErdahlT1.T1_diagonal' depends on axioms: [propext, Classical.choice, Quot.sound]
```

## Scope and structure of the checked result

`A` is a complex algebra with an adjoint `star` (the product $A_I$ of the derivation is `triple a I`), and `ι` labels the modes, possibly infinitely many. `IsCAR` assumes the anticommutation relations for orthonormal modes; `IsState` assumes a normalised positive linear functional, pure or mixed, with no fixed particle number. `StarModule` says that the adjoint conjugates scalars. An inequality `0 ≤ z` in `ℂ` means that `z` is real and non-negative.

`triple_anticommutator` is the operator identity. Its rules `n` and `n'` move creation operators left, `sI` and `sJ` reorder cyclic pairs, and `module` compares coefficients. `anticommutator_mem_twoBody` extends the result to any `C` and `C'` in the span of triple products by induction over both spans: the anticommutator of `star C` and `C'` lies in `twoBody`, the span of $1$, $a^*a$ and $a^*a^*aa$ terms.

`anticommutator_nonneg` applies positivity to `C` and to `star C`. `expectation_eq_T1` takes expectations term by term, and `T1_condition` expands the quadratic form, exchanging the two sums in the $CC^*$ part. `T1_diagonal` evaluates the deltas for an injective triple.

`fockMode_witness` supplies a concrete model: three Jordan–Wigner modes with the vacuum state. The matrix relations are decided over the integers and carried to `ℂ`; the entry `0 7` shows that the triple product is non-zero.

The theorems concern density matrices that already come from a state. They do not cover the T2 condition, built from products $a_i^*a_ja_k$, and they do not verify a solver or its floating-point tolerances.
